# Enlarging a finite basis cannot raise the minimum Hartree–Fock energy, so the counterpoise correction is nonnegative

**Q.** What is the smallest case in which I can see this happen?

**A.** One electron and two orthonormal spin orbitals, with
$$h=\begin{pmatrix}\alpha & t\\ \bar t & \beta\end{pmatrix},\qquad \alpha,\beta\in\mathbb R .$$
If the small basis holds only the first function, the energy is $\alpha$. In the full basis the minimum is the lower eigenvalue,
$$\tfrac{\alpha+\beta}{2}-\sqrt{\left(\tfrac{\alpha-\beta}{2}\right)^2+|t|^2}\;\le\;\alpha .$$
The small-basis orbital is still available as a trial orbital, so the minimum over all mixtures cannot lie above its energy. The two energies agree exactly when $t=0$ and $\alpha\le\beta$.

**Q.** That is a linear eigenvalue problem. Hartree–Fock is nonlinear in the orbitals.

**A.** The argument only compares sets of trial determinants. Let $S$ be the overlap matrix of $n$ basis functions that include spin (a spatial function gives two of them, one for each spin), $h$ the one-electron matrix and $g_{(p,q),(r,s)}=\langle pq|rs\rangle$. The columns of $C$ are $N$ occupied spin orbitals with $C^\dagger SC=1$. Writing $G=(C\otimes C)^\dagger g\,(C\otimes C)$, the energy is
$$E(C)=\operatorname{tr}(C^\dagger hC)+\tfrac12\sum_{i,j}\left(G_{(i,j),(i,j)}-G_{(i,j),(j,i)}\right).$$

The columns of $X$ expand $m$ small-basis functions in the full basis, so
$$S'=X^\dagger SX,\quad h'=X^\dagger hX,\quad g'=(X\otimes X)^\dagger g\,(X\otimes X).$$
For small-basis orbitals $C$ we have $C^\dagger S'C=(XC)^\dagger S(XC)$, and likewise for $h'$. Since $(X\otimes X)(C\otimes C)=XC\otimes XC$, the two-electron terms agree too. Hence $E'(C)=E(XC)$, and $XC$ is orthonormal exactly when $C$ is. If $C$ minimises $E'$, then
$$E_{\min}\le E(XC)=E'(C)=E'_{\min}.$$

**Q.** You assumed that a minimiser exists.

**A.** Take the basis functions to be linearly independent, so that $S$ is positive definite. Diagonalise $S=U\Lambda U^\dagger$ and set $Y=U\Lambda^{-1/2}$, so that $Y^\dagger SY=1$. Every admissible $C$ is $YD$ with $D^\dagger D=1$. Each column of $D$ satisfies $\sum_p|D_{pj}|^2=1$, so the entries are bounded by one. The set of such $D$ is closed and bounded, hence compact, and it is nonempty when $N\le n$: take $N$ distinct columns of the unit matrix. The energy is a polynomial in the entries of $C$ and their conjugates, so it is continuous and attains its minimum. The same holds in the small basis when $N\le m$, because $v^\dagger S'v=(Xv)^\dagger S(Xv)>0$ whenever $v\neq0$, given that $X$ has full column rank.

**Q.** Now show me that the formal definitions say this, and not something weaker.

**A.** The types `n` and `m` label the full and small basis functions, and `Fin N` labels the occupied orbitals.

```lean
import Mathlib

open Matrix
open scoped ComplexOrder Kronecker

namespace HartreeFockBasisEnlargement

noncomputable section

variable {n m k : Type*} [Fintype n] [Fintype m] {N : ℕ}
```

One definition covers every change of basis, $A\mapsto X^\dagger AX$:

```lean
/-- The matrix of an operator after the change of basis functions `X`. -/
def restrict (X : Matrix n m ℂ) (A : Matrix n n ℂ) : Matrix m m ℂ := Xᴴ * A * X
```

It also expresses orthonormality, $C^\dagger SC=1$:

```lean
/-- Coefficient matrices of `N` spin orbitals that are orthonormal for the overlap matrix `S`. -/
def orbitals (S : Matrix n n ℂ) (N : ℕ) : Set (Matrix n (Fin N) ℂ) :=
  {C | restrict C S = 1}
```

The energy uses the $\langle pq|rs\rangle$ ordering, with electron one in the first slot of each pair:

```lean
/-- The Hartree-Fock energy expression of the occupied orbitals `C`: one-electron part plus half
the sum of Coulomb minus exchange integrals, with `g (p, q) (r, s)` the integral `⟨pq|rs⟩`. -/
def slaterExpectation (h : Matrix n n ℂ) (g : Matrix (n × n) (n × n) ℂ)
    (C : Matrix n (Fin N) ℂ) : ℂ :=
  (restrict C h).trace + (1 / 2) * ∑ i, ∑ j,
    (restrict (C ⊗ₖ C) g (i, j) (i, j) - restrict (C ⊗ₖ C) g (i, j) (j, i))
```

This determinant energy is taken as a definition; it is not derived from a many-electron Hamiltonian. The minimum is an infimum of its real part:

```lean
/-- The infimum of the real part of the `N`-electron Hartree-Fock energy over orthonormal occupied
orbitals. -/
def hfMinimum (S h : Matrix n n ℂ) (g : Matrix (n × n) (n × n) ℂ) (N : ℕ) : ℝ :=
  sInf ((fun C => (slaterExpectation h g C).re) '' orbitals S N)
```

**Q.** Which kind of Hartree–Fock is this?

**A.** General Hartree–Fock with complex spin orbitals: each orbital may mix spin up and spin down, and only the total number of electrons is fixed. Restricted and unrestricted variants minimise over smaller sets and are not covered. The minimum is also global, whereas a self-consistent calculation may stop at another stationary point.

**Q.** And the hypotheses of the main inequality?

**A.** There are three. `S.PosDef` says that the full basis is linearly independent. `Function.Injective X.mulVec` is full column rank, the same condition for the small basis. `N ≤ Fintype.card m` says that the small basis can hold all the electrons.

**Q.** What breaks without the last one?

**A.** Take two orthonormal spin orbitals as the full basis, keep one, and put in two electrons with $h=1$, $g=0$. The full-basis minimum is $2$. The small basis admits no determinant, and Lean assigns the infimum of the empty set of reals the value $0$, so the inequality would read $2\le0$.

A different model would take the infimum in the extended reals, where the empty set gives $+\infty$. The inequality would then need none of the three hypotheses, but attainment would still need proof, and energy differences could become $\infty-\infty$.

**Q.** Take me through the proof, then.

**A.** First, successive basis changes compose, and with the product rule for Kronecker products this gives $E'(C)=E(XC)$.

```lean
/-- Two successive changes of basis act as the single change given by the product. -/
theorem restrict_restrict (X : Matrix n m ℂ) (C : Matrix m k ℂ) (A : Matrix n n ℂ) :
    restrict C (restrict X A) = restrict (X * C) A := by
  simp only [restrict, Matrix.conjTranspose_mul, Matrix.mul_assoc]

/-- Orbitals `C` in the small basis have the same energy as the orbitals `X * C` in the full
basis. -/
theorem slaterExpectation_restrict (X : Matrix n m ℂ) (h : Matrix n n ℂ)
    (g : Matrix (n × n) (n × n) ℂ) (C : Matrix m (Fin N) ℂ) :
    slaterExpectation (restrict X h) (restrict (X ⊗ₖ X) g) C
      = slaterExpectation h g (X * C) := by
  simp only [slaterExpectation, restrict_restrict, Matrix.mul_kronecker_mul]
```

**Q.** Does taking the real part hide anything?

**A.** Not for Hermitian integrals. Conjugation fixes the one-electron and Coulomb sums, and it turns each exchange term into the one with $i$ and $j$ swapped, which leaves the double sum unchanged. The inequality itself doesn't use Hermiticity of $h$ or $g$.

```lean
/-- For Hermitian one- and two-electron integrals the Hartree-Fock energy is real. -/
theorem slaterExpectation_im {h : Matrix n n ℂ} {g : Matrix (n × n) (n × n) ℂ}
    (hh : h.IsHermitian) (hg : g.IsHermitian) (C : Matrix n (Fin N) ℂ) :
    (slaterExpectation h g C).im = 0 := by
  have h1 : ∀ i j, starRingEnd ℂ (restrict C h i j) = restrict C h j i := fun i j =>
    (Matrix.isHermitian_conjTranspose_mul_mul C hh).apply j i
  have h2 : ∀ p q, starRingEnd ℂ (restrict (C ⊗ₖ C) g p q) = restrict (C ⊗ₖ C) g q p :=
    fun p q => (Matrix.isHermitian_conjTranspose_mul_mul (C ⊗ₖ C) hg).apply q p
  -- swapping the two orbital indices leaves the exchange double sum unchanged
  have hex : ∑ i, ∑ j, restrict (C ⊗ₖ C) g (j, i) (i, j)
      = ∑ i, ∑ j, restrict (C ⊗ₖ C) g (i, j) (j, i) := Finset.sum_comm
  rw [← Complex.conj_eq_iff_im]
  simp only [slaterExpectation, Matrix.trace, Matrix.diag_apply, map_add, map_mul, map_sum,
    map_sub, map_div₀, map_one, map_ofNat, h1, h2, Finset.sum_sub_distrib]
  rw [hex]
```

Next comes the matrix $Y$, built from the eigenvectors of $S$, each scaled by the inverse root of its eigenvalue:

```lean
/-- A positive definite overlap matrix can be brought to the unit matrix by a change of basis. -/
theorem exists_orthonormal_basis [DecidableEq n] {S : Matrix n n ℂ} (hS : S.PosDef) :
    ∃ Y : Matrix n n ℂ, restrict Y S = 1 := by
  have hH := hS.isHermitian
  obtain ⟨U, hUdef⟩ : ∃ U : Matrix n n ℂ, U = (hH.eigenvectorUnitary : Matrix n n ℂ) := ⟨_, rfl⟩
  have hU : Uᴴ * U = 1 := by
    rw [hUdef]
    exact Matrix.mem_unitaryGroup_iff'.1 hH.eigenvectorUnitary.2
  have hSU : S * U = U * diagonal (fun j => (hH.eigenvalues j : ℂ)) := by
    ext i j
    have := congrFun (hH.mulVec_eigenvectorBasis j) i
    rw [Matrix.mul_diagonal, hUdef]
    simpa [Matrix.mulVec, dotProduct, Matrix.mul_apply, mul_comm] using this
  -- scale each eigenvector by the inverse root of its eigenvalue
  have hroot : ∀ j, ∃ r : ℝ, r * hH.eigenvalues j * r = 1 := fun j => by
    have hl : 0 < hH.eigenvalues j := hS.eigenvalues_pos j
    exact ⟨(√(hH.eigenvalues j))⁻¹, by
      rw [mul_right_comm, ← mul_inv, Real.mul_self_sqrt hl.le, inv_mul_cancel₀ hl.ne']⟩
  choose r hr using hroot
  refine ⟨U * diagonal (fun j => (r j : ℂ)), ?_⟩
  calc restrict (U * diagonal (fun j => (r j : ℂ))) S
      = (diagonal (fun j => (r j : ℂ)))ᴴ * (Uᴴ * (S * U)) * diagonal (fun j => (r j : ℂ)) := by
        simp only [restrict, Matrix.conjTranspose_mul, Matrix.mul_assoc]
    _ = (diagonal (fun j => (r j : ℂ)))ᴴ * diagonal (fun j => (hH.eigenvalues j : ℂ))
          * diagonal (fun j => (r j : ℂ)) := by
        rw [hSU, ← Matrix.mul_assoc Uᴴ, hU, Matrix.one_mul]
    _ = 1 := by
        rw [Matrix.diagonal_conjTranspose, Matrix.diagonal_mul_diagonal,
          Matrix.diagonal_mul_diagonal, ← Matrix.diagonal_one]
        congr 1
        funext j
        simp only [Pi.star_apply, Complex.star_def, Complex.conj_ofReal]
        exact_mod_cast hr j
```

Compactness follows the argument above. `himage` writes the admissible orbitals as the image of the case $S=1$ under $D\mapsto YD$, with $D=Y^\dagger SC$ as the way back. `hb` bounds the coefficients, and the final part selects $N$ columns of the unit matrix.

```lean
/-- For a fixed operator matrix, the transformed matrix depends continuously on the orbitals. -/
theorem continuous_restrict (A : Matrix n n ℂ) :
    Continuous (fun C : Matrix n k ℂ => restrict C A) :=
  (continuous_id.matrix_conjTranspose.matrix_mul continuous_const).matrix_mul continuous_id

/-- For a positive definite overlap matrix the set of orthonormal occupied orbitals is compact,
and it is nonempty if there are at least `N` basis functions. -/
theorem orbitals_compact {S : Matrix n n ℂ} (hS : S.PosDef) (N : ℕ) :
    IsCompact (orbitals S N) ∧ (N ≤ Fintype.card n → (orbitals S N).Nonempty) := by
  classical
  obtain ⟨Y, hY⟩ := exists_orthonormal_basis hS
  have hYi : Y * (Yᴴ * S) = 1 := mul_eq_one_comm.1 hY
  have himage : orbitals S N = (fun D => Y * D) '' orbitals (1 : Matrix n n ℂ) N := by
    ext C
    constructor
    · intro hC
      have e : Y * (Yᴴ * S * C) = C := by rw [← Matrix.mul_assoc, hYi, Matrix.one_mul]
      refine ⟨Yᴴ * S * C, ?_, e⟩
      change restrict _ 1 = 1
      rw [← hY, restrict_restrict, e]
      exact hC
    · rintro ⟨D, hD, rfl⟩
      change restrict (Y * D) S = 1
      rw [← restrict_restrict, hY]
      exact hD
  rw [himage]
  constructor
  · refine IsCompact.image ?_ (continuous_const.matrix_mul continuous_id)
    have hK : IsCompact (Set.pi Set.univ fun _ : n => Set.pi Set.univ fun _ : Fin N =>
        Metric.closedBall (0 : ℂ) 1) :=
      isCompact_univ_pi fun _ => isCompact_univ_pi fun _ => isCompact_closedBall _ _
    have hcl : IsClosed (orbitals (1 : Matrix n n ℂ) N) :=
      isClosed_eq (continuous_restrict 1) continuous_const
    -- every coefficient of a normalised orbital has modulus at most one
    have hb : ∀ D : Matrix n (Fin N) ℂ, restrict D 1 = 1 → ∀ i j, ‖D i j‖ ≤ 1 := by
      intro D hD i j
      have h2 := congrArg (fun M : Matrix (Fin N) (Fin N) ℂ => M j j) hD
      have h3 : ∀ l, star (D l j) * D l j = ((‖D l j‖ ^ 2 : ℝ) : ℂ) := fun l => by
        rw [Complex.star_def, ← Complex.normSq_eq_conj_mul_self, Complex.normSq_eq_norm_sq]
      simp only [restrict, Matrix.mul_one, Matrix.mul_apply, Matrix.conjTranspose_apply,
        Matrix.one_apply_eq, h3] at h2
      have h4 : ∑ l, ‖D l j‖ ^ 2 = 1 := by exact_mod_cast h2
      have h5 : ‖D i j‖ ^ 2 ≤ ∑ l, ‖D l j‖ ^ 2 :=
        Finset.single_le_sum (f := fun l => ‖D l j‖ ^ 2)
          (fun l _ => sq_nonneg _) (Finset.mem_univ i)
      nlinarith [norm_nonneg (D i j)]
    exact IsCompact.of_isClosed_subset (X := n → Fin N → ℂ) hK hcl
      fun D hD i _ j _ => mem_closedBall_zero_iff.2 (hb D hD i j)
  · intro hN
    obtain ⟨f⟩ : Nonempty (Fin N ↪ n) :=
      Function.Embedding.nonempty_of_card_le (by simpa using hN)
    refine Set.Nonempty.image _ ⟨(1 : Matrix n n ℂ).submatrix id f, ?_⟩
    change restrict _ 1 = 1
    rw [restrict, Matrix.mul_one, Matrix.conjTranspose_submatrix, Matrix.conjTranspose_one,
      ← Matrix.submatrix_mul _ _ f id f Function.bijective_id, Matrix.mul_one,
      Matrix.submatrix_one f f.injective]
```

Continuity of the energy then turns the infimum into an attained minimum, which is what `IsLeast` records:

```lean
/-- The real part of the Hartree-Fock energy is a continuous function of the orbital coefficients.
-/
theorem continuous_energy (h : Matrix n n ℂ) (g : Matrix (n × n) (n × n) ℂ) :
    Continuous (fun C : Matrix n (Fin N) ℂ => (slaterExpectation h g C).re) := by
  have hk : Continuous (fun C : Matrix n (Fin N) ℂ => C ⊗ₖ C) :=
    continuous_matrix fun i j =>
      (continuous_id.matrix_elem i.1 j.1).mul (continuous_id.matrix_elem i.2 j.2)
  have hg := (continuous_restrict g).comp hk
  exact Complex.continuous_re.comp ((continuous_restrict h).matrix_trace.add
    (continuous_const.mul (continuous_finsetSum _ fun i _ => continuous_finsetSum _ fun j _ =>
      (hg.matrix_elem (i, j) (i, j)).sub (hg.matrix_elem (i, j) (j, i)))))

/-- With at least `N` linearly independent basis functions, the minimum Hartree-Fock energy is
attained by some set of orthonormal occupied orbitals. -/
theorem hfMinimum_isLeast {S : Matrix n n ℂ} (hS : S.PosDef) (h : Matrix n n ℂ)
    (g : Matrix (n × n) (n × n) ℂ) (hN : N ≤ Fintype.card n) :
    IsLeast ((fun C => (slaterExpectation h g C).re) '' orbitals S N) (hfMinimum S h g N) :=
  ((orbitals_compact hS N).1.image (continuous_energy h g)).isLeast_sInf
    (((orbitals_compact hS N).2 hN).image _)
```

The main theorem takes the small-basis minimiser `C` and offers `X * C` as a trial determinant. `csInf_le` needs the full-basis energies to be bounded below, and compactness supplies that.

```lean
/-- Basis enlargement: the minimum Hartree-Fock energy in the full basis is at most the minimum
in the small basis spanned by the columns of `X`. -/
theorem hfMinimum_le_restrict {S : Matrix n n ℂ} (hS : S.PosDef) (h : Matrix n n ℂ)
    (g : Matrix (n × n) (n × n) ℂ) {X : Matrix n m ℂ} (hX : Function.Injective X.mulVec)
    (hN : N ≤ Fintype.card m) :
    hfMinimum S h g N ≤ hfMinimum (restrict X S) (restrict X h) (restrict (X ⊗ₖ X) g) N := by
  have hS' : (restrict X S).PosDef := hS.conjTranspose_mul_mul_same hX
  obtain ⟨C, hC, hE⟩ := (hfMinimum_isLeast hS' (restrict X h) (restrict (X ⊗ₖ X) g) hN).1
  -- the small-basis minimiser is a trial determinant in the full basis
  rw [← hE]
  refine csInf_le ((orbitals_compact hS N).1.image (continuous_energy h g)).bddBelow
    ⟨X * C, ?_, ?_⟩
  · exact (restrict_restrict X C S).symm.trans hC
  · simp only [slaterExpectation_restrict]
```

**Q.** When does enlarging the basis gain nothing?

**A.** Exactly when some full-basis minimiser has the form $XC$. If the minima agree, the small-basis minimiser provides one. Conversely, such a $C$ is admissible in the small basis, so $E'_{\min}\le E_{\min}$, and the main theorem gives the other direction.

```lean
/-- The two minima agree exactly when some minimising set of orbitals of the full basis can be
expanded in the small basis. -/
theorem hfMinimum_eq_restrict_iff {S : Matrix n n ℂ} (hS : S.PosDef) (h : Matrix n n ℂ)
    (g : Matrix (n × n) (n × n) ℂ) {X : Matrix n m ℂ} (hX : Function.Injective X.mulVec)
    (hN : N ≤ Fintype.card m) :
    hfMinimum S h g N = hfMinimum (restrict X S) (restrict X h) (restrict (X ⊗ₖ X) g) N ↔
      ∃ C : Matrix m (Fin N) ℂ, X * C ∈ orbitals S N ∧
        (slaterExpectation h g (X * C)).re = hfMinimum S h g N := by
  have hS' : (restrict X S).PosDef := hS.conjTranspose_mul_mul_same hX
  have hmin := hfMinimum_isLeast hS' (restrict X h) (restrict (X ⊗ₖ X) g) hN
  constructor
  · intro heq
    obtain ⟨C, hC, hE⟩ := hmin.1
    simp only [slaterExpectation_restrict] at hE
    exact ⟨C, (restrict_restrict X C S).symm.trans hC, hE.trans heq.symm⟩
  · rintro ⟨C, hC, hE⟩
    refine le_antisymm (hfMinimum_le_restrict hS h g hX hN) ?_
    rw [← hE]
    refine hmin.2 ⟨C, (restrict_restrict X C S).trans hC, ?_⟩
    simp only [slaterExpectation_restrict]
```

**Q.** How does the counterpoise correction enter?

**A.** Each fragment `a` has its own electron number `N a`, its own basis `X a`, and its own one-electron matrix `h a`, which contains the attraction of that fragment's nuclei only. The full basis adds the other fragments' functions as ghost functions. The geometry is the same in both calculations, so nuclear repulsion cancels.

```lean
/-- The counterpoise correction: the sum over fragments `a` of the minimum energy in the
fragment's own basis `X a` minus that in the full basis. -/
def counterpoise {ι : Type*} [Fintype ι] {b : ι → Type*} [∀ a, Fintype (b a)]
    (S : Matrix n n ℂ) (h : ι → Matrix n n ℂ) (g : Matrix (n × n) (n × n) ℂ) (N : ι → ℕ)
    (X : ∀ a, Matrix n (b a) ℂ) : ℝ :=
  ∑ a, (hfMinimum (restrict (X a) S) (restrict (X a) (h a)) (restrict (X a ⊗ₖ X a) g) (N a)
    - hfMinimum S (h a) g (N a))
```

With this sign, the correction is what one adds to the uncorrected interaction energy. For globally minimised general Hartree–Fock energies in a finite basis, it can therefore never make a complex look more strongly bound. The proof applies the main inequality to each fragment and sums.

```lean
/-- The Hartree-Fock counterpoise correction is nonnegative. -/
theorem counterpoise_nonneg {ι : Type*} [Fintype ι] {b : ι → Type*} [∀ a, Fintype (b a)]
    {S : Matrix n n ℂ} (hS : S.PosDef) (h : ι → Matrix n n ℂ) (g : Matrix (n × n) (n × n) ℂ)
    {N : ι → ℕ} {X : ∀ a, Matrix n (b a) ℂ} (hX : ∀ a, Function.Injective (X a).mulVec)
    (hN : ∀ a, N a ≤ Fintype.card (b a)) :
    0 ≤ counterpoise S h g N X :=
  Finset.sum_nonneg fun a _ => sub_nonneg.2 (hfMinimum_le_restrict hS (h a) g (hX a) (hN a))

end

end HartreeFockBasisEnlargement
```

```lean
#print axioms HartreeFockBasisEnlargement.slaterExpectation_im
#print axioms HartreeFockBasisEnlargement.hfMinimum_eq_restrict_iff
#print axioms HartreeFockBasisEnlargement.counterpoise_nonneg
```

```
'HartreeFockBasisEnlargement.slaterExpectation_im' depends on axioms: [propext, Classical.choice, Quot.sound]
'HartreeFockBasisEnlargement.hfMinimum_eq_restrict_iff' depends on axioms: [propext, Classical.choice, Quot.sound]
'HartreeFockBasisEnlargement.counterpoise_nonneg' depends on axioms: [propext, Classical.choice, Quot.sound]
```
